# For commuting link variables, the plaquette of a quotient of two link fields is the quotient of their plaquettes

On a two-dimensional lattice whose sites are labelled by `ZMod N` and `ZMod M`, a link field puts an element of a commutative group `G` on every link, as in abelian lattice gauge theory. The plaquette at a site is the product along "first x, then y" divided by the product along "first y, then x". The lemma `plaquette_ratio` says that if two link fields `V` and `U` are divided link by link, the plaquette of the result at each site is the plaquette of `V` divided by that of `U`. No action or dynamics enters, and a direction with `N` or `M` equal to 0 is unbounded instead of periodic. The attempt unfolds the definitions, turns every division into multiplication by an inverse, and leaves the reordering of the factors to `ac_rfl`.

Lean 4 with Mathlib refuses this proof:

```lean
import Mathlib

namespace PlaquetteRatio

/-- A link field on the periodic `N × M` lattice: one element of `G` on each link
in the x direction and on each link in the y direction. -/
structure Links (N M : ℕ) (G : Type*) where
  x : ZMod N → ZMod M → G
  y : ZMod N → ZMod M → G

variable {N M : ℕ} {G : Type*} [CommGroup G]

/-- The plaquette at `(i, j)`: the path "first x, then y" divided by the path
"first y, then x". -/
def Links.plaquette (U : Links N M G) (i : ZMod N) (j : ZMod M) : G :=
  U.x i j * U.y (i + 1) j / (U.y i j * U.x i (j + 1))

/-- The link-by-link quotient `V / U` of two link fields. -/
def Links.ratio (V U : Links N M G) : Links N M G where
  x i j := V.x i j / U.x i j
  y i j := V.y i j / U.y i j

private lemma plaquette_ratio (V U : Links N M G) (i : ZMod N) (j : ZMod M) :
    (V.ratio U).plaquette i j = V.plaquette i j / U.plaquette i j := by
  simp only [Links.plaquette, Links.ratio, div_eq_mul_inv, mul_inv, inv_inv]
  ac_rfl

end PlaquetteRatio
```

The error:

```
Main.lean:26:2: error: Tactic `rfl` failed: equality lhs
  (U.x i j)⁻¹ *
    ((U.y (i + 1) j)⁻¹ * ((V.x i (j + 1))⁻¹ * ((V.y i j)⁻¹ * (V.x i j * (U.x i (j + 1) * (V.y (i + 1) j * U.y i j))))))
is not definitionally equal to rhs
  (V.x i (j + 1))⁻¹ *
    ((U.x i j)⁻¹ * ((V.y i j)⁻¹ * ((U.y (i + 1) j)⁻¹ * (V.x i j * (U.x i (j + 1) * (V.y (i + 1) j * U.y i j))))))

N M : ℕ
G : Type u_1
inst✝ : CommGroup G
V U : Links N M G
i : ZMod N
j : ZMod M
⊢ (U.x i j)⁻¹ *
      ((U.y (i + 1) j)⁻¹ *
        ((V.x i (j + 1))⁻¹ * ((V.y i j)⁻¹ * (V.x i j * (U.x i (j + 1) * (V.y (i + 1) j * U.y i j)))))) =
    (V.x i (j + 1))⁻¹ *
      ((U.x i j)⁻¹ * ((V.y i j)⁻¹ * ((U.y (i + 1) j)⁻¹ * (V.x i j * (U.x i (j + 1) * (V.y (i + 1) j * U.y i j))))))
```

The repair, with which the file compiles:

```diff
@@ -23,6 +23,9 @@
 private lemma plaquette_ratio (V U : Links N M G) (i : ZMod N) (j : ZMod M) :
     (V.ratio U).plaquette i j = V.plaquette i j / U.plaquette i j := by
-  simp only [Links.plaquette, Links.ratio, div_eq_mul_inv, mul_inv, inv_inv]
-  ac_rfl
+  have key : ∀ a b c d a' b' c' d' : G, a / a' * (b / b') / (c / c' * (d / d'))
+      = a * b / (c * d) / (a' * b' / (c' * d')) := by
+    intro a b c d a' b' c' d'
+    rw [← mul_div_mul_comm, ← mul_div_mul_comm, div_div_div_comm]
+  exact key _ _ _ _ _ _ _ _
 
 end PlaquetteRatio
```

Cause. The message shows two products with the same eight printed factors, but with the inverses in different orders. `ac_rfl` should have sorted them alike. It did not because some inverses that print the same are different terms inside: `div_eq_mul_inv` and `mul_inv` reach the inverse operation of `G` through different instance paths. On the left, `(U.x i j)⁻¹` and `(U.y (i + 1) j)⁻¹` come from `div_eq_mul_inv` and the other two inverses from `mul_inv`; on the right all four come from `mul_inv`. The sort sees the difference and orders the two sides differently, and the closing `rfl` cannot swap factors, since commutativity in `G` is not definitional.

The repair never introduces inverses. `key` states the identity for eight arbitrary elements of `G`, using only products and quotients. Two rewrites with `← mul_div_mul_comm` gather the products of quotients into quotients of products, and `div_div_div_comm` exchanges the middle terms, which gives the right-hand side. `exact key _ _ _ _ _ _ _ _` then applies it to the links, as the goal is an instance of `key` once the definitions are unfolded.
